# Diagonal Padé propagators with an invertible denominator are unitary for Hermitian H

To advance a state vector \(\psi\) by one time step \(\Delta t\) under a Hamiltonian matrix \(\hat H\), a program can solve the linear system

\[
p(iH)\,\psi_{\text{new}} = p(-iH)\,\psi_{\text{old}},\qquad H=\frac{\Delta t\,\hat H}{\hbar},\qquad p(z)=1+\frac z2+\frac{z^2}{12}.
\]

For a finite Hermitian matrix in an orthonormal basis, held fixed during the step, the system always has exactly one solution, and the solution has the norm of \(\psi_{\text{old}}\) whatever the size of \(\Delta t\). In exact arithmetic no renormalisation is needed; rounding and an approximate solver can still change the norm slightly.

## Unitarity from real coefficients

Let \(p(z)=\sum_k a_k z^k\) be any real polynomial, and write \(A=p(iH)\). Since \((iH)^\dagger=-iH\) and the \(a_k\) are real,

\[
A^\dagger=\sum_k a_k(-iH)^k=p(-iH).
\]

Both \(A\) and \(A^\dagger\) are polynomials in \(H\), so they commute with each other and with \(H\). If \(A\) is invertible, the propagator is \(U=A^{-1}A^\dagger\), and

\[
UU^\dagger=A^{-1}A^\dagger A(A^\dagger)^{-1}=A^{-1}A\,A^\dagger(A^\dagger)^{-1}=1.
\]

For square matrices this also gives \(U^\dagger U=1\). Multiplying \(HA=AH\) by \(A^{-1}\) on both sides shows that \(H\) commutes with \(A^{-1}\), hence with \(U\), and so \(U^\dagger HU=U^\dagger UH=H\): the step conserves energy.

## Invertibility and the imaginary axis

Suppose that \(p\) has no zero on the imaginary axis. Then \(p\neq0\), and it factorises over the complex numbers as \(p(z)=c\prod_j(z-z_j)\) with \(c\ne0\). If \(p(iH)=c\prod_j(iH-z_j)\) were singular, some factor would be singular, so \(iHv=z_jv\) for some \(v\neq0\). Pairing with \(v\) and taking the complex conjugate gives

\[
z_j\,v^\dagger v=i\,v^\dagger Hv,\qquad \bar z_j\,v^\dagger v=-i\,v^\dagger Hv,
\]

because \(v^\dagger Hv\) is real. The sum is \(2\,\mathrm{Re}(z_j)\,v^\dagger v=0\), so \(z_j\) is a zero of \(p\) on the imaginary axis, a contradiction.

Conversely, if \(p(i\omega)=0\) for a real \(\omega\), then \(H=\omega 1\) gives \(p(iH)=p(i\omega)1=0\), which is singular in any nonzero dimension.

For the quadratic, \(p(i\omega)=(1-\omega^2/12)+i\omega/2\). The imaginary part vanishes only at \(\omega=0\), where the real part is 1.

## Fourth-order agreement

Let \(T_4(z)=1-z+\frac{z^2}{2}-\frac{z^3}{6}+\frac{z^4}{24}\), the Taylor polynomial of \(e^{-z}\). In the product \(p(z)T_4(z)\) the coefficients of \(z^3\) and \(z^4\) cancel:

\[
-\tfrac16+\tfrac14-\tfrac1{12}=0,\qquad \tfrac1{24}-\tfrac1{12}+\tfrac1{24}=0.
\]

The lower terms are \(1-\frac z2+\frac{z^2}{12}=p(-z)\), and the higher coefficients are \(\frac1{48}-\frac1{72}=\frac1{144}\) and \(\frac1{288}\). Setting \(z=iH\) and multiplying by \(p(iH)^{-1}\) gives

\[
T_4(iH)-U=p(iH)^{-1}\left(\frac{(iH)^5}{144}+\frac{(iH)^6}{288}\right).
\]

## A two-level step with H = 2σₓ

Let \(\sigma_x\) be the Pauli matrix with \(\sigma_x^2=1\), and take \(H=2\sigma_x\). Then \(p(iH)=\frac23+i\sigma_x\), and

\[
U=\frac{\frac23-i\sigma_x}{\frac23+i\sigma_x}=\frac{(2-3i\sigma_x)^2}{13}=-\frac{5}{13}-\frac{12}{13}\,i\sigma_x .
\]

This is unitary, since \(5^2+12^2=13^2\). The exact step is \(\cos2-i\sigma_x\sin2\approx-0.416-0.909\,i\sigma_x\), against \(-0.385-0.923\,i\sigma_x\) here. The Taylor polynomial gives \(-\frac13-\frac23 i\sigma_x\), which shrinks the squared norm to \(\frac59\) in one step.

## The propagator in Lean

The index type `n` is finite, so `Matrix n n ℂ` holds operators on a finite-dimensional state space.

```lean
import Mathlib

open Polynomial Matrix
open scoped ComplexOrder

namespace DiagonalPadePropagator

noncomputable section

variable {n : Type*} [Fintype n] [DecidableEq n]
```

The matrix `H` is dimensionless, with time step and \(\hbar\) absorbed. The expression `aeval (Complex.I • H) p` is \(p(iH)\). Lean assigns a value to the inverse of a singular matrix too, so the theorems ask for `IsUnit`, which means invertibility, or prove it.

```lean
/-- The diagonal propagator `p(iH)⁻¹ p(-iH)` built from a real polynomial `p`, where `H` is the time
step times the Hamiltonian over `ħ`. It is meant for matrices with `p(iH)` invertible; if `p(iH)` is
singular, Lean's inverse is `0` and so is this product. -/
def propagator (p : ℝ[X]) (H : Matrix n n ℂ) : Matrix n n ℂ :=
  (aeval (Complex.I • H) p)⁻¹ * aeval (-(Complex.I • H)) p
```

The general theorems accept any real `p`, whether or not \(p(-z)/p(z)\) approximates an exponential. Every diagonal Padé approximant of \(e^{-z}\) has this form with a real \(p\); the quadratic gives the [2/2] one.

```lean
/-- The polynomial `1 + z/2 + z²/12`, the denominator of the [2/2] Padé approximant
of `exp(-z)`. -/
def pade22 : ℝ[X] := 1 + (1 / 2 : ℝ) • X + (1 / 12 : ℝ) • X ^ 2
```

## Commutation and the adjoint

Both lemmas use induction on the polynomial: sums first, then single terms \(a_kz^k\).

```lean
/-- A matrix that commutes with `Z` commutes with every real polynomial in `Z`. -/
theorem commute_aeval {A Z : Matrix n n ℂ} (h : Commute A Z) (p : ℝ[X]) :
    Commute A (aeval Z p) := by
  induction p using Polynomial.induction_on' with
  | add p q hp hq =>
    rw [map_add]
    exact hp.add_right hq
  | monomial k a =>
    rw [aeval_monomial, ← Algebra.smul_def]
    exact (h.pow_right k).smul_right a
```

In the second, `star_trivial` is the place where the coefficients must be real.

```lean
/-- For Hermitian `H` and a real polynomial `p`, the adjoint of `p(iH)` is `p(-iH)`. -/
theorem adjoint_aeval {H : Matrix n n ℂ} (hH : H.IsHermitian) (p : ℝ[X]) :
    (aeval (Complex.I • H) p)ᴴ = aeval (-(Complex.I • H)) p := by
  have hZ : (Complex.I • H)ᴴ = -(Complex.I • H) := by
    simp [Matrix.conjTranspose_smul, hH.eq]
  induction p using Polynomial.induction_on' with
  | add p q hp hq => rw [map_add, map_add, Matrix.conjTranspose_add, hp, hq]
  | monomial k a =>
    rw [aeval_monomial, aeval_monomial, ← Algebra.smul_def, ← Algebra.smul_def,
      Matrix.conjTranspose_smul, Matrix.conjTranspose_pow, hZ, star_trivial]
```

## Unitarity and energy conservation

Membership in `Matrix.unitaryGroup n ℂ` is unfolded to \(UU^\dagger=1\). After `generalize` names the matrix \(A\), the `calc` block is the computation by hand, with `hc` exchanging \(A^\dagger\) and \(A\).

```lean
/-- For Hermitian `H` and a real polynomial `p` with `p(iH)` invertible, the propagator
`p(iH)⁻¹ p(-iH)` is unitary. -/
theorem propagator_unitary {H : Matrix n n ℂ} (hH : H.IsHermitian) (p : ℝ[X])
    (hp : IsUnit (aeval (Complex.I • H) p)) :
    propagator p H ∈ Matrix.unitaryGroup n ℂ := by
  -- `p(-iH)` and `p(iH)` commute
  have hc := (commute_aeval (commute_aeval
    ((Commute.refl (Complex.I • H)).neg_right) p).symm p).eq
  rw [Matrix.mem_unitaryGroup_iff, propagator]
  rw [← adjoint_aeval hH p] at hc ⊢
  generalize aeval (Complex.I • H) p = A at hp hc ⊢
  have hd : IsUnit A.det := (Matrix.isUnit_iff_isUnit_det _).mp hp
  have hd' : IsUnit (Aᴴ).det := by
    rw [Matrix.det_conjTranspose]
    exact hd.star
  rw [Matrix.star_eq_conjTranspose, Matrix.conjTranspose_mul,
    Matrix.conjTranspose_conjTranspose, Matrix.conjTranspose_nonsing_inv]
  calc A⁻¹ * Aᴴ * (A * (Aᴴ)⁻¹) = A⁻¹ * (Aᴴ * A) * (Aᴴ)⁻¹ := by simp only [mul_assoc]
    _ = (A⁻¹ * A) * (Aᴴ * (Aᴴ)⁻¹) := by rw [hc]; simp only [mul_assoc]
    _ = 1 := by rw [Matrix.nonsing_inv_mul _ hd, Matrix.mul_nonsing_inv _ hd', mul_one]
```

For energy, `hinv` moves \(H\) past the inverse and `hHU` past the whole propagator. What is conserved is the same `H` that generates the step; a Hamiltonian that changes between steps is not covered.

```lean
/-- For Hermitian `H` with `p(iH)` invertible, one step `U` of the propagator leaves `H`
unchanged in the Heisenberg picture: `Uᴴ H U = H`. -/
theorem propagator_conserves_energy {H : Matrix n n ℂ} (hH : H.IsHermitian) (p : ℝ[X])
    (hp : IsUnit (aeval (Complex.I • H) p)) :
    (propagator p H)ᴴ * H * propagator p H = H := by
  have hU := Matrix.mem_unitaryGroup_iff'.mp (propagator_unitary hH p hp)
  rw [Matrix.star_eq_conjTranspose] at hU
  have hZ : Commute H (Complex.I • H) := (Commute.refl H).smul_right Complex.I
  have hA := (commute_aeval hZ p).eq
  have hB := (commute_aeval hZ.neg_right p).eq
  have hd := (Matrix.isUnit_iff_isUnit_det _).mp hp
  -- `H` commutes with the inverse, hence with the propagator
  have hinv : H * (aeval (Complex.I • H) p)⁻¹ = (aeval (Complex.I • H) p)⁻¹ * H := by
    generalize aeval (Complex.I • H) p = A at hA hd ⊢
    calc H * A⁻¹ = (A⁻¹ * A) * H * A⁻¹ := by rw [Matrix.nonsing_inv_mul _ hd, one_mul]
      _ = A⁻¹ * (H * A) * A⁻¹ := by rw [hA]; simp only [mul_assoc]
      _ = A⁻¹ * H * (A * A⁻¹) := by simp only [mul_assoc]
      _ = A⁻¹ * H := by rw [Matrix.mul_nonsing_inv _ hd, mul_one]
  have hHU : H * propagator p H = propagator p H * H := by
    rw [propagator, ← mul_assoc, hinv, mul_assoc, hB, mul_assoc]
  rw [mul_assoc, hHU, ← mul_assoc, hU, one_mul]
```

## When the denominator is invertible

The eigenvalue argument appears as its contrapositive: \(z-iH\) is invertible if \(\mathrm{Re}\,z\ne0\). A zero determinant supplies the vector `v`; `e` and `e'` are the paired equation and its conjugate, and `hsum` is their sum.

```lean
/-- For Hermitian `H` and a complex number `z` with nonzero real part, `z - iH` is invertible. -/
theorem isUnit_sub {H : Matrix n n ℂ} (hH : H.IsHermitian) {z : ℂ} (hz : z.re ≠ 0) :
    IsUnit (algebraMap ℂ (Matrix n n ℂ) z - Complex.I • H) := by
  rw [Matrix.isUnit_iff_isUnit_det, isUnit_iff_ne_zero]
  intro h0
  obtain ⟨v, hv, h⟩ := Matrix.exists_mulVec_eq_zero_iff.mpr h0
  rw [Matrix.sub_mulVec, Algebra.algebraMap_eq_smul_one, Matrix.smul_mulVec,
    Matrix.one_mulVec, Matrix.smul_mulVec, sub_eq_zero] at h
  -- the numbers `v†v` and `v†Hv` are real
  have hs : star v ⬝ᵥ v = star (star v ⬝ᵥ v) := by
    conv_lhs => rw [Matrix.star_dotProduct]
  have hr : star v ⬝ᵥ (H *ᵥ v) = star (star v ⬝ᵥ (H *ᵥ v)) := by
    conv_lhs => rw [Matrix.star_dotProduct, Matrix.star_mulVec, hH.eq,
      ← Matrix.dotProduct_mulVec]
  have hn : star v ⬝ᵥ v ≠ 0 := by
    exact fun h1 => hv (dotProduct_star_self_eq_zero.mp h1)
  have e := congrArg (fun w => star v ⬝ᵥ w) h
  simp only [dotProduct_smul, smul_eq_mul] at e
  have e' := congrArg star e
  have hI : star Complex.I = -Complex.I := Complex.conj_I
  rw [star_mul', star_mul', ← hs, ← hr, hI] at e'
  have hsum : (z + star z) * (star v ⬝ᵥ v) = 0 := by linear_combination e + e'
  have h2 := congrArg Complex.re ((mul_eq_zero.mp hsum).resolve_right hn)
  simp only [Complex.add_re, Complex.star_def, Complex.conj_re, Complex.zero_re] at h2
  exact hz (by linarith)
```

Mathlib's spectral mapping theorem takes the place of the factorisation. It needs a nonempty spectrum, so dimension zero is treated separately.

```lean
/-- If the real polynomial `p` has no zero on the imaginary axis, then `p(iH)` is invertible
for Hermitian `H`. -/
theorem isUnit_aeval {H : Matrix n n ℂ} (hH : H.IsHermitian) {p : ℝ[X]}
    (hp : ∀ ω : ℝ, aeval (Complex.I * (ω : ℂ)) p ≠ 0) :
    IsUnit (aeval (Complex.I • H) p) := by
  rcases isEmpty_or_nonempty n with hn | hn
  · exact isUnit_of_subsingleton _
  by_contra hu
  have h0 : (0 : ℂ) ∈ spectrum ℂ (aeval (Complex.I • H) (p.map (algebraMap ℝ ℂ))) := by
    rw [aeval_map_algebraMap, spectrum.zero_mem_iff]
    exact hu
  -- spectral mapping: some spectral value `k` of `iH` is a zero of `p`
  rw [spectrum.map_polynomial_aeval_of_nonempty _ _
    (spectrum.nonempty_of_isAlgClosed_of_finiteDimensional ℂ _)] at h0
  obtain ⟨k, hk, hk0⟩ := h0
  have hre : k.re = 0 := by
    by_contra hne
    exact spectrum.mem_iff.mp hk (isUnit_sub hH hne)
  have hkI : Complex.I * (k.im : ℂ) = k := by
    apply Complex.ext <;> simp [hre]
  apply hp k.im
  rw [hkI, ← eval_map_algebraMap]
  exact hk0
```

The equivalence concerns all Hermitian matrices of one fixed nonzero size. A polynomial with an imaginary zero can still give an invertible \(p(iH)\) for a particular `H`.

```lean
/-- In any nonzero dimension, `p(iH)` is invertible for every Hermitian `H` exactly when the
real polynomial `p` has no zero on the imaginary axis. -/
theorem isUnit_aeval_iff [Nonempty n] (p : ℝ[X]) :
    (∀ H : Matrix n n ℂ, H.IsHermitian → IsUnit (aeval (Complex.I • H) p)) ↔
      ∀ ω : ℝ, aeval (Complex.I * (ω : ℂ)) p ≠ 0 := by
  refine ⟨fun h ω h0 => ?_, fun hp H hH => isUnit_aeval hH hp⟩
  -- test on the multiple `ω` of the identity
  have hu := h ((ω : ℂ) • 1) (by simp [Matrix.IsHermitian, Matrix.conjTranspose_smul])
  have hs : Complex.I • ((ω : ℂ) • (1 : Matrix n n ℂ)) =
      algebraMap ℂ (Matrix n n ℂ) (Complex.I * (ω : ℂ)) := by
    rw [smul_smul, Algebra.algebraMap_eq_smul_one]
  rw [hs, aeval_algebraMap_apply, h0, map_zero] at hu
  exact not_isUnit_zero hu
```

## The quadratic case

Here no invertibility hypothesis remains. The equation `e` splits \(p(i\omega)\) into real and imaginary parts, which cannot both vanish.

```lean
/-- For `p(z) = 1 + z/2 + z²/12` and every Hermitian `H`, the matrix `p(iH)` is invertible and
the propagator `p(iH)⁻¹ p(-iH)` is unitary. -/
theorem pade22_unitary {H : Matrix n n ℂ} (hH : H.IsHermitian) :
    IsUnit (aeval (Complex.I • H) pade22) ∧
      propagator pade22 H ∈ Matrix.unitaryGroup n ℂ := by
  have hp : ∀ ω : ℝ, aeval (Complex.I * (ω : ℂ)) pade22 ≠ 0 := by
    intro ω h
    have e : aeval (Complex.I * (ω : ℂ)) pade22 =
        ((1 - ω ^ 2 / 12 : ℝ) : ℂ) + ((ω / 2 : ℝ) : ℂ) * Complex.I := by
      simp only [pade22, map_add, map_one, map_smul, map_pow, aeval_X, Complex.real_smul]
      push_cast
      linear_combination ((ω : ℂ) ^ 2 / 12) * Complex.I_sq
    rw [e] at h
    have him := congrArg Complex.im h
    have hre := congrArg Complex.re h
    simp only [Complex.add_im, Complex.mul_im, Complex.ofReal_re, Complex.ofReal_im,
      Complex.I_re, Complex.I_im, Complex.zero_im] at him
    simp only [Complex.add_re, Complex.mul_re, Complex.ofReal_re, Complex.ofReal_im,
      Complex.I_re, Complex.I_im, Complex.zero_re] at hre
    have hω : ω = 0 := by linarith
    rw [hω] at hre
    norm_num at hre
  exact ⟨isUnit_aeval hH hp, propagator_unitary hH _ (isUnit_aeval hH hp)⟩
```

The identity `key` is checked by evaluating both sides at an arbitrary real number, and `aeval` then carries it over to \(iH\). The comparison is with the Taylor polynomial, not with \(e^{-iH}\) itself. One way to get an error bound against \(e^{-iH}\) is to combine this identity with an estimate of the rest of the exponential series, which begins at fifth order.

```lean
/-- For Hermitian `H`, the fourth-order Taylor polynomial of `exp(-iH)` minus the propagator of
`p(z) = 1 + z/2 + z²/12` equals `p(iH)⁻¹ ((iH)⁵/144 + (iH)⁶/288)`. -/
theorem pade22_fourth_order {H : Matrix n n ℂ} (hH : H.IsHermitian) :
    (1 - Complex.I • H + (1 / 2 : ℝ) • (Complex.I • H) ^ 2
        - (1 / 6 : ℝ) • (Complex.I • H) ^ 3 + (1 / 24 : ℝ) • (Complex.I • H) ^ 4)
        - propagator pade22 H =
      (aeval (Complex.I • H) pade22)⁻¹ *
        ((1 / 144 : ℝ) • (Complex.I • H) ^ 5 + (1 / 288 : ℝ) • (Complex.I • H) ^ 6) := by
  have hd := (Matrix.isUnit_iff_isUnit_det _).mp (pade22_unitary hH).1
  -- the Padé matching condition as an identity of polynomials
  have key : pade22 * (1 - X + (1 / 2 : ℝ) • X ^ 2 - (1 / 6 : ℝ) • X ^ 3
      + (1 / 24 : ℝ) • X ^ 4) =
      pade22.comp (-X) + ((1 / 144 : ℝ) • X ^ 5 + (1 / 288 : ℝ) • X ^ 6) := by
    apply Polynomial.funext
    intro r
    simp only [pade22, eval_mul, eval_add, eval_sub, eval_one, eval_smul, eval_pow, eval_X,
      eval_comp, eval_neg, smul_eq_mul]
    ring
  have h := congrArg (aeval (Complex.I • H)) key
  simp only [map_mul, map_add, map_sub, map_one, map_smul, map_pow, map_neg, aeval_X,
    aeval_comp] at h
  rw [sub_eq_iff_eq_add, propagator, ← mul_add, add_comm _ (aeval (-(Complex.I • H)) pade22),
    ← h, ← mul_assoc, Matrix.nonsing_inv_mul _ hd, one_mul]

end

end DiagonalPadePropagator
```

```lean
#print axioms DiagonalPadePropagator.propagator_unitary
#print axioms DiagonalPadePropagator.propagator_conserves_energy
#print axioms DiagonalPadePropagator.isUnit_aeval_iff
#print axioms DiagonalPadePropagator.pade22_fourth_order
```

```
'DiagonalPadePropagator.propagator_unitary' depends on axioms: [propext, Classical.choice, Quot.sound]
'DiagonalPadePropagator.propagator_conserves_energy' depends on axioms: [propext, Classical.choice, Quot.sound]
'DiagonalPadePropagator.isUnit_aeval_iff' depends on axioms: [propext, Classical.choice, Quot.sound]
'DiagonalPadePropagator.pade22_fourth_order' depends on axioms: [propext, Classical.choice, Quot.sound]
```
